# Raising nonnegative symmetric conductances in a finite network never lowers the reactive flux

Let a Markov jump process with finitely many states react from a set $A$ to a disjoint set $B$. If transitions are opened or strengthened while detailed balance and the equilibrium populations are kept, the reactive flux from $A$ to $B$ does not fall. The associated minimum of the Dirichlet energy, a quadratic form with the units of a rate, is also nondecreasing and concave in the conductances.

For a Markov jump process with equilibrium probabilities $\pi_i$ and rates $k_{ij}$, the conductance between two distinct states is $c_{ij}=\pi_i k_{ij}\ge 0$, and detailed balance is the symmetry $c_{ij}=c_{ji}$. Diagonal entries drop out of every formula below; they are set to zero here, not taken from the diagonal of the rate matrix. In a reversible Markov state model given by rates, the result therefore concerns added or faster transitions at fixed populations.

## The minimum energy

For a trial function $h$, with $h=0$ on $A$ and $h=1$ on $B$, define
$$E_c(h)=\tfrac12\sum_{i,j}c_{ij}(h_i-h_j)^2,\qquad C(c)=\inf_h E_c(h).$$
Clipping $h$ to $[0,1]$ keeps the boundary values and increases no difference $|h_i-h_j|$, so it does not raise $E_c$. The clipped trial functions form a nonempty compact set and $E_c$ is continuous, so a minimiser exists.

Let $c\le c'$ entrywise, and let $h$ minimise $E_{c'}$. Then
$$C(c)\le E_c(h)\le E_{c'}(h)=C(c').$$
If $C(c)=C(c')$, both inequalities are equalities. So $h$ also minimises $E_c$, and $(c'_{ij}-c_{ij})(h_i-h_j)^2=0$ for every pair: $h$ is equal across each raised transition. Conversely, a minimiser of $E_c$ with this property has the same energy in both networks, so $C(c')\le C(c)$.

For concavity, take any two nonnegative $c,c'$ and weights $s,t\ge0$ with $s+t=1$. If $h$ minimises the energy of $sc+tc'$, then
$$C(sc+tc')=sE_c(h)+tE_{c'}(h)\ge sC(c)+tC(c').$$

## The current carried by a committor

A committor $q$ is a trial function with $\sum_j c_{ij}(q_i-q_j)=0$ at every state outside $A\cup B$. Its flux is $F=\sum_{i\in B}\sum_j c_{ij}(q_i-q_j)$. For symmetric $c$ and any trial function $h$, exchanging $i$ and $j$ in half of the sum gives
$$\tfrac12\sum_{i,j}c_{ij}(q_i-q_j)(h_i-h_j)=\sum_i h_i\sum_j c_{ij}(q_i-q_j)=F.$$
States in $A$ drop out because $h_i=0$, intermediate states because their net current vanishes, and $h_i=1$ on $B$.

Let $q'$ be a committor for symmetric $c'\ge c$, with flux $F'$. Write $\Delta=q_i-q_j$ and $\Delta'=q'_i-q'_j$. Using the identity with $h=q$ and $h=q'$,
$$0\le\tfrac12\sum_{i,j} c_{ij}(\Delta-\Delta')^2=F-2F+\tfrac12\sum_{i,j} c_{ij}\Delta'^2\le -F+F'.$$

## Networks and fluxes in Lean

The states are the elements of a finite type `V`.

```lean
import Mathlib

open Finset

namespace ReactiveFluxMonotonicity

noncomputable section

variable {V : Type*} [Fintype V]
```

A network is a real function `c` of two states. Neither its sign nor its symmetry is built in; theorems assume them where needed.

```lean
/-- The Dirichlet energy `(1/2) ∑ c_ij (h_i - h_j)²` of a function `h` on the states. -/
def energy (c : V → V → ℝ) (h : V → ℝ) : ℝ :=
  (1 / 2) * ∑ i, ∑ j, c i j * (h i - h j) ^ 2
```

`A` and `B` are finite sets of states, and `trial` fixes the boundary values.

```lean
/-- The trial functions: equal to 0 on the reactant set `A` and to 1 on the product set `B`. -/
def trial (A B : Finset V) : Set (V → ℝ) :=
  {h | (∀ i ∈ A, h i = 0) ∧ ∀ i ∈ B, h i = 1}
```

The name `capacity` is that of potential theory, unrelated to heat capacity.

```lean
/-- The capacity `C(c)`: the infimum of the Dirichlet energy over all trial functions,
for disjoint `A`, `B` and nonnegative conductances. -/
def capacity (A B : Finset V) (c : V → V → ℝ) : ℝ :=
  sInf (energy c '' trial A B)
```

The committor is defined by its current balance, not as a minimiser.

```lean
/-- A committor from `A` to `B`: a trial function whose net current vanishes at every state
outside `A` and `B`. -/
def IsCommittor (c : V → V → ℝ) (A B : Finset V) (q : V → ℝ) : Prop :=
  q ∈ trial A B ∧ ∀ i, i ∉ A → i ∉ B → ∑ j, c i j * (q i - q j) = 0
```

The flux is likewise defined as a current. For an irreducible jump process in equilibrium with detailed balance, it equals the mean number of reactive trajectories from $A$ to $B$ per unit time; this is a result of transition path theory and is not proved here.

```lean
/-- The net current `∑ c_ij (q_i - q_j)`, summed over `i` in `B` and all `j`. -/
def reactiveFlux (c : V → V → ℝ) (B : Finset V) (q : V → ℝ) : ℝ :=
  ∑ i ∈ B, ∑ j, c i j * (q i - q j)
```

## Minimisers, monotonicity and concavity

The energy comparison is made term by term.

```lean
/-- Raising conductances does not lower the energy of a fixed function. -/
theorem energy_mono {c c' : V → V → ℝ} (hcc : ∀ i j, c i j ≤ c' i j) (h : V → ℝ) :
    energy c h ≤ energy c' h :=
  mul_le_mul_of_nonneg_left (sum_le_sum fun i _ => sum_le_sum fun j _ =>
    mul_le_mul_of_nonneg_right (hcc i j) (sq_nonneg _)) (by norm_num)
```

`IsLeast` says that the infimum is attained. In the proof, `hK` supplies compactness and `clip` the contraction of differences.

```lean
/-- For nonnegative conductances and disjoint `A`, `B`, the capacity is a true minimum:
some trial function attains it. -/
theorem capacity_isLeast {A B : Finset V} (hAB : Disjoint A B) {c : V → V → ℝ}
    (hc : ∀ i j, 0 ≤ c i j) : IsLeast (energy c '' trial A B) (capacity A B c) := by
  classical
  have hclosed : IsClosed (trial A B) := by
    have e : trial A B = (⋂ i ∈ A, {h : V → ℝ | h i = 0}) ∩ ⋂ i ∈ B, {h : V → ℝ | h i = 1} := by
      ext h
      simp [trial]
    rw [e]
    exact (isClosed_biInter fun i _ => isClosed_eq (continuous_apply i) continuous_const).inter
      (isClosed_biInter fun i _ => isClosed_eq (continuous_apply i) continuous_const)
  have hK : IsCompact (Set.Icc (0 : V → ℝ) 1 ∩ trial A B) := isCompact_Icc.inter_right hclosed
  have hne : (Set.Icc (0 : V → ℝ) 1 ∩ trial A B).Nonempty := by
    refine ⟨fun i => if i ∈ B then 1 else 0, ⟨fun i => ?_, fun i => ?_⟩, fun i hi => ?_,
      fun i hi => if_pos hi⟩
    · show (0 : ℝ) ≤ if i ∈ B then 1 else 0
      split_ifs <;> norm_num
    · show (if i ∈ B then 1 else 0) ≤ (1 : ℝ)
      split_ifs <;> norm_num
    · exact if_neg (Finset.disjoint_left.mp hAB hi)
  have hcont : Continuous (fun h => energy c h) := by
    simp only [energy]
    fun_prop
  obtain ⟨q, hq, hmin⟩ := hK.exists_isMinOn hne hcont.continuousOn
  -- clipping to [0,1] contracts differences
  have clip : ∀ x y : ℝ, (max 0 (min 1 x) - max 0 (min 1 y)) ^ 2 ≤ (x - y) ^ 2 := by
    intro x y
    apply sq_le_sq.mpr
    have h1 := le_abs_self (x - y)
    have h2 := neg_abs_le (x - y)
    rw [abs_le]
    simp only [max_def, min_def]
    constructor <;> split_ifs <;> linarith
  have hl : IsLeast (energy c '' trial A B) (energy c q) := by
    refine ⟨⟨q, hq.2, rfl⟩, ?_⟩
    rintro _ ⟨h, hh, rfl⟩
    have hg : (fun i => max 0 (min 1 (h i))) ∈ Set.Icc (0 : V → ℝ) 1 ∩ trial A B := by
      refine ⟨⟨fun i => le_max_left _ _, fun i => max_le zero_le_one (min_le_left _ _)⟩,
        fun i hi => ?_, fun i hi => ?_⟩
      · simp [hh.1 i hi]
      · simp [hh.2 i hi]
    have h1 : energy c q ≤ energy c (fun i => max 0 (min 1 (h i))) := hmin hg
    exact h1.trans (mul_le_mul_of_nonneg_left (sum_le_sum fun i _ => sum_le_sum fun j _ =>
      mul_le_mul_of_nonneg_left (clip (h i) (h j)) (hc i j)) (by norm_num))
  rw [capacity, hl.csInf_eq]
  exact hl
```

The minimiser of the stronger network is now tested in the weaker one.

```lean
/-- For disjoint `A`, `B`, raising any of the nonnegative conductances never lowers the
capacity. -/
theorem capacity_mono {A B : Finset V} (hAB : Disjoint A B) {c c' : V → V → ℝ}
    (hc : ∀ i j, 0 ≤ c i j) (hcc : ∀ i j, c i j ≤ c' i j) :
    capacity A B c ≤ capacity A B c' := by
  obtain ⟨h, hh, he⟩ := (capacity_isLeast hAB fun i j => (hc i j).trans (hcc i j)).1
  rw [← he]
  exact ((capacity_isLeast hAB hc).2 ⟨h, hh, rfl⟩).trans (energy_mono hcc h)
```

`ConcaveOn` also requires a convex domain, which `hconv` provides; `hlin` is linearity at fixed `h`.

```lean
/-- For disjoint `A`, `B`, the capacity is a concave function of the nonnegative
conductances. -/
theorem capacity_concave {A B : Finset V} (hAB : Disjoint A B) :
    ConcaveOn ℝ {c : V → V → ℝ | ∀ i j, 0 ≤ c i j} (capacity A B) := by
  have hconv : Convex ℝ {c : V → V → ℝ | ∀ i j, 0 ≤ c i j} := by
    intro c hc c' hc' s t hs ht _ i j
    exact add_nonneg (mul_nonneg hs (hc i j)) (mul_nonneg ht (hc' i j))
  refine ⟨hconv, ?_⟩
  intro c hc c' hc' s t hs ht hst
  obtain ⟨h, hh, he⟩ := (capacity_isLeast hAB (hconv hc hc' hs ht hst)).1
  -- at fixed h the energy is linear in the conductances
  have hlin : energy (s • c + t • c') h = s * energy c h + t * energy c' h := by
    simp only [energy, Pi.add_apply, Pi.smul_apply, smul_eq_mul, mul_sum, ← sum_add_distrib]
    exact sum_congr rfl fun i _ => sum_congr rfl fun j _ => by ring
  rw [← he, hlin, smul_eq_mul, smul_eq_mul]
  exact add_le_add
    (mul_le_mul_of_nonneg_left ((capacity_isLeast hAB hc).2 ⟨h, hh, rfl⟩) hs)
    (mul_le_mul_of_nonneg_left ((capacity_isLeast hAB hc').2 ⟨h, hh, rfl⟩) ht)
```

In the equality case, a nonzero difference across a raised transition would make the energy inequality strict (`hlt`). The converse uses `hflat`. These capacity results need no symmetry.

```lean
/-- For disjoint `A`, `B`, raising nonnegative conductances leaves the capacity unchanged exactly
when some minimiser of the original energy among the trial functions is equal at both ends of every
raised transition. -/
theorem capacity_eq_iff {A B : Finset V} (hAB : Disjoint A B) {c c' : V → V → ℝ}
    (hc : ∀ i j, 0 ≤ c i j) (hcc : ∀ i j, c i j ≤ c' i j) :
    capacity A B c' = capacity A B c ↔
      ∃ q ∈ trial A B, energy c q = capacity A B c ∧ ∀ i j, c i j < c' i j → q i = q j := by
  have hl' := capacity_isLeast hAB fun i j => (hc i j).trans (hcc i j)
  constructor
  · intro heq
    obtain ⟨q, hq, he⟩ := hl'.1
    have h1 : capacity A B c ≤ energy c q := (capacity_isLeast hAB hc).2 ⟨q, hq, rfl⟩
    have h2 := energy_mono hcc q
    refine ⟨q, hq, by linarith, fun i j hij => ?_⟩
    by_contra hne
    have hpos : 0 < (q i - q j) ^ 2 := pow_pos_of_ne (sub_ne_zero.mpr hne)
    have hlt : energy c q < energy c' q := by
      refine mul_lt_mul_of_pos_left ?_ (by norm_num)
      exact sum_lt_sum (fun k _ => sum_le_sum fun l _ =>
        mul_le_mul_of_nonneg_right (hcc k l) (sq_nonneg _))
        ⟨i, mem_univ i, sum_lt_sum (fun l _ =>
          mul_le_mul_of_nonneg_right (hcc i l) (sq_nonneg _))
          ⟨j, mem_univ j, mul_lt_mul_of_pos_right hij hpos⟩⟩
    linarith
  · rintro ⟨q, hq, he, hflat⟩
    have hE : energy c' q = energy c q := by
      unfold energy
      congr 1
      refine sum_congr rfl fun i _ => sum_congr rfl fun j _ => ?_
      rcases (hcc i j).lt_or_eq with h | h
      · simp [hflat i j h]
      · rw [h]
    have h1 : capacity A B c' ≤ energy c' q := hl'.2 ⟨q, hq, rfl⟩
    exact le_antisymm (by linarith) (capacity_mono hAB hc hcc)
where
  pow_pos_of_ne {x : ℝ} (hx : x ≠ 0) : 0 < x ^ 2 := by positivity
```

## Comparing two committors

`hswap` exchanges the indices, and `hB` keeps only the states of `B`.

```lean
/-- Summation by parts: for symmetric conductances, pairing a committor with any trial function
gives the reactive flux. -/
theorem committor_pairing {A B : Finset V} {c : V → V → ℝ} (hs : ∀ i j, c i j = c j i)
    {q h : V → ℝ} (hq : IsCommittor c A B q) (hh : h ∈ trial A B) :
    (1 / 2) * ∑ i, ∑ j, c i j * (q i - q j) * (h i - h j) = reactiveFlux c B q := by
  have hswap : ∑ i, ∑ j, c i j * (q i - q j) * h j
      = -∑ i, ∑ j, c i j * (q i - q j) * h i := by
    rw [sum_comm]
    simp only [← sum_neg_distrib]
    exact sum_congr rfl fun i _ => sum_congr rfl fun j _ => by rw [hs j i]; ring
  -- only the states of B contribute
  have hB : reactiveFlux c B q = ∑ i, ∑ j, c i j * (q i - q j) * h i := by
    rw [← sum_subset (subset_univ B)]
    · exact sum_congr rfl fun i hi => by simp only [hh.2 i hi, mul_one]
    · intro i _ hi
      rw [← sum_mul]
      by_cases hA : i ∈ A
      · rw [hh.1 i hA, mul_zero]
      · rw [hq.2 i hA hi, zero_mul]
  simp only [mul_sub (_ * _) (h _) (h _), sum_sub_distrib]
  rw [hswap, hB]
  ring
```

The last theorem takes committors of both networks as given. Its inequality `key` is the completed square, summed over all pairs; `linarith` combines it with the three pairings.

```lean
/-- Opening or strengthening transitions never lowers the reactive flux: with symmetric conductances
`0 ≤ c ≤ c'`, any committor of `c'` carries at least the flux of any committor of `c`. -/
theorem reactiveFlux_mono {A B : Finset V} {c c' : V → V → ℝ}
    (hs : ∀ i j, c i j = c j i) (hs' : ∀ i j, c' i j = c' j i)
    (hc : ∀ i j, 0 ≤ c i j) (hcc : ∀ i j, c i j ≤ c' i j) {q q' : V → ℝ}
    (hq : IsCommittor c A B q) (hq' : IsCommittor c' A B q') :
    reactiveFlux c B q ≤ reactiveFlux c' B q' := by
  have h1 := committor_pairing hs hq hq.1
  have h2 := committor_pairing hs hq hq'.1
  have h3 := committor_pairing hs' hq' hq'.1
  -- complete the square in each transition
  have key : 2 * ∑ i, ∑ j, c i j * (q i - q j) * (q' i - q' j)
      ≤ ∑ i, ∑ j, c i j * (q i - q j) * (q i - q j)
        + ∑ i, ∑ j, c' i j * (q' i - q' j) * (q' i - q' j) := by
    simp only [mul_sum, ← sum_add_distrib]
    refine sum_le_sum fun i _ => sum_le_sum fun j _ => ?_
    nlinarith [mul_nonneg (hc i j) (sq_nonneg ((q i - q j) - (q' i - q' j))),
      mul_nonneg (sub_nonneg.2 (hcc i j)) (sq_nonneg (q' i - q' j))]
  linarith

end

end ReactiveFluxMonotonicity
```

```lean
#print axioms ReactiveFluxMonotonicity.capacity_concave
#print axioms ReactiveFluxMonotonicity.capacity_eq_iff
#print axioms ReactiveFluxMonotonicity.reactiveFlux_mono
```

```
'ReactiveFluxMonotonicity.capacity_concave' depends on axioms: [propext, Classical.choice, Quot.sound]
'ReactiveFluxMonotonicity.capacity_eq_iff' depends on axioms: [propext, Classical.choice, Quot.sound]
'ReactiveFluxMonotonicity.reactiveFlux_mono' depends on axioms: [propext, Classical.choice, Quot.sound]
```

## The inequality fails without symmetry

Symmetry of the strengthened network matters. Take states $a,x,b$ with $A=\{a\}$, $B=\{b\}$ and $c_{ax}=c_{xa}=c_{xb}=c_{bx}=1$, all other entries zero. Then $q_x=\tfrac12$ and the flux is $c_{bx}(1-q_x)=\tfrac12$. Raise only $c_{xb}$ to $3$: now $q_x=\tfrac34$, and the current defined as `reactiveFlux` drops to $\tfrac14$. This tests the formal statement and is not a physical equilibrium process: with $c_{ij}=\pi_i k_{ij}$, state $x$ would have outflow $4$ and inflow $2$, so the populations $\pi_i$ would not be stationary.
